# Dropping spin-off-diagonal entries breaks the spin-rotation invariance of exchange, already on one site

In a model with finitely many sites and pairwise weights, the exchange energy does not change when the same unitary matrix acts on the spin at every site. If the off-diagonal spin entries of the density matrix are discarded before the energy is evaluated, the result can depend on how the spin is oriented relative to the quantisation axis. One site with one electron and unit weight is enough to show this. For mean-field electronic structure, it means that exchange computed from the up-up and down-down blocks alone can favour some spin directions over others in this site model, with no spin-orbit coupling present.

```lean
import Mathlib

open Matrix

namespace SpinExchange

noncomputable section
```

## The model

Let $\iota$ be the finite set of sites. For each pair $i,j$, the one-particle density matrix has a complex $2\times2$ spin block $G_{ij}$. Its entries are $(G_{ij})_{ab}$ with $a,b\in\{0,1\}$, where 0 means spin up and 1 means spin down. In Lean this entry is `G i j a b`.

```lean
/-- Spin blocks for a one-particle density matrix on the sites `ι`: an arbitrary complex 2 by 2
matrix for each pair of sites. -/
abbrev SpinBlocks (ι : Type*) := ι → ι → Matrix (Fin 2) (Fin 2) ℂ
```

The type imposes neither Hermiticity nor any condition on occupation numbers. Hermiticity appears below as a hypothesis where it is used.

With real weights $w_{ij}$, which stand for the interaction between charges on sites $i$ and $j$, the exchange energy is
$$E(G)=-\tfrac12\sum_{i,j}w_{ij}\,\mathrm{tr}(G_{ij}G_{ji}).$$
Its value is a complex number in Lean, because a general $G$ need not give a real one. The weights need not be symmetric.

```lean
/-- The exchange energy `-(1/2) ∑ w_ij tr(G_ij G_ji)`. -/
def exchangeEnergy {ι : Type*} [Fintype ι] (w : ι → ι → ℝ) (G : SpinBlocks ι) : ℂ :=
  -(1 / 2) * ∑ i, ∑ j, (w i j : ℂ) * (G i j * G j i).trace
```

A spin transformation $U$, with conjugate transpose $U^{\mathsf H}$, acts on every block in the same way: $G_{ij}\mapsto UG_{ij}U^{\mathsf H}$. The result is written $G^U$ here and `rotate U G` in Lean.

```lean
/-- The same spin transformation `U` applied on every site: `G_ij` becomes `U G_ij Uᴴ`. -/
def rotate {ι : Type*} (U : Matrix (Fin 2) (Fin 2) ℂ) (G : SpinBlocks ι) : SpinBlocks ι :=
  fun i j => U * G i j * Uᴴ
```

The collinear part $C(G)$ keeps the two diagonal entries of each block and sets the other two to zero. The truncated functional is $E(C(G))$.

```lean
/-- The collinear part of the density matrix: the off-diagonal spin entries of every block
are discarded. -/
def collinearPart {ι : Type*} (G : SpinBlocks ι) : SpinBlocks ι :=
  fun i j => !![G i j 0 0, 0; 0, G i j 1 1]
```

The example has one site, represented by the one-element type `Unit`, and one spin-up electron, so its only block is $\mathrm{diag}(1,0)$.

```lean
/-- One site occupied by one spin-up electron: the block is `diag(1, 0)`. -/
def upSpin : SpinBlocks Unit := fun _ _ => !![1, 0; 0, 0]
```

Finally, for real $c,s$ let
$$R=\begin{pmatrix}c&-s\\ s&c\end{pmatrix}.$$
With $c=\cos(\theta/2)$ and $s=\sin(\theta/2)$, this turns the spin by the angle $\theta$ about the $y$ axis.

```lean
/-- The real 2 by 2 matrix with rows `(c, -s)` and `(s, c)`, acting on spinors. -/
def spinRotation (c s : ℝ) : Matrix (Fin 2) (Fin 2) ℂ :=
  !![(c : ℂ), -(s : ℂ); (s : ℂ), (c : ℂ)]
```

## (a) The full exchange energy under a common spin transformation

**Task.** Let $U$ be unitary. Show that
$$E(G^U)=E(G).$$

**Solution.** Since $U^{\mathsf H}U=1$, the inner factors cancel:
$$UG_{ij}U^{\mathsf H}\,UG_{ji}U^{\mathsf H}=U\,G_{ij}G_{ji}\,U^{\mathsf H}.$$
Cyclicity of the trace brings the outer factors together, and
$$\mathrm{tr}(UG_{ij}G_{ji}U^{\mathsf H})=\mathrm{tr}(U^{\mathsf H}UG_{ij}G_{ji})=\mathrm{tr}(G_{ij}G_{ji}).$$
Every term of the sum is therefore unchanged.

The Lean statement holds for any real `w` and any `G`. The hypothesis `hU` places $U$ in the full unitary group, so overall phases are included along with spin rotations. In the proof, `h` is the inner cancellation, and `Matrix.trace_mul_comm` is the cyclic step.

```lean
/-- The exchange energy is invariant under a common unitary transformation of the spin
on all sites. -/
theorem exchangeEnergy_rotate {ι : Type*} [Fintype ι] (w : ι → ι → ℝ) (G : SpinBlocks ι)
    {U : Matrix (Fin 2) (Fin 2) ℂ} (hU : U ∈ Matrix.unitaryGroup (Fin 2) ℂ) :
    exchangeEnergy w (rotate U G) = exchangeEnergy w G := by
  have hU' : Uᴴ * U = 1 := Matrix.mem_unitaryGroup_iff'.mp hU
  have key : ∀ i j, (rotate U G i j * rotate U G j i).trace = (G i j * G j i).trace := by
    intro i j
    -- the inner factors `Uᴴ U` cancel
    have h : rotate U G i j * rotate U G j i = U * (G i j * G j i) * Uᴴ := by
      calc rotate U G i j * rotate U G j i
          = U * G i j * (Uᴴ * U) * (G j i * Uᴴ) := by
            simp only [rotate, Matrix.mul_assoc]
        _ = U * (G i j * G j i) * Uᴴ := by
            rw [hU', Matrix.mul_one]
            simp only [Matrix.mul_assoc]
    -- the outer factors cancel by cyclicity of the trace
    rw [h, Matrix.trace_mul_comm, ← Matrix.mul_assoc, hU', Matrix.one_mul]
  simp only [exchangeEnergy, key]
```

## (b) The trace after truncation

**Task.** Show that
$$\mathrm{tr}\big(C(G)_{ij}C(G)_{ji}\big)=(G_{ij})_{00}(G_{ji})_{00}+(G_{ij})_{11}(G_{ji})_{11}.$$

**Solution.** Both factors are diagonal. Their product is diagonal, with entries $(G_{ij})_{00}(G_{ji})_{00}$ and $(G_{ij})_{11}(G_{ji})_{11}$, and the trace adds them. Lean does the same by unfolding `collinearPart` and writing out the $2\times2$ trace.

```lean
/-- For collinear parts, the trace in the exchange energy contains only the up-up and
down-down products. -/
theorem trace_collinearPart {ι : Type*} (G : SpinBlocks ι) (i j : ι) :
    (collinearPart G i j * collinearPart G j i).trace
      = G i j 0 0 * G j i 0 0 + G i j 1 1 * G j i 1 1 := by
  simp [collinearPart, Matrix.trace_fin_two]
```

## (c) The energy that truncation removes

**Task.** Let $G$ be Hermitian as a whole, $G_{ji}=G_{ij}^{\mathsf H}$, as the density matrix of a quantum state is. Show that
$$E(G)=E(C(G))-\tfrac12\sum_{i,j}w_{ij}\big(|(G_{ij})_{01}|^2+|(G_{ij})_{10}|^2\big).$$

**Solution.** Written out, the full trace has two terms more than the one in (b):
$$(G_{ij})_{01}(G_{ji})_{10}+(G_{ij})_{10}(G_{ji})_{01}.$$
Hermiticity gives $(G_{ji})_{10}=\overline{(G_{ij})_{01}}$ and $(G_{ji})_{01}=\overline{(G_{ij})_{10}}$, so these terms are $|(G_{ij})_{01}|^2+|(G_{ij})_{10}|^2$. Multiplying by $-\tfrac12w_{ij}$ and summing gives the claim.

In a noncollinear mean-field calculation on such a lattice, the blocks are built from the occupied two-component orbitals as $G_{ij}=\sum_n\psi_n(i)\psi_n(j)^{\mathsf H}$. The exchange field has blocks $K_{ij}=-w_{ij}G_{ij}$ for symmetric weights, and the energy is $\tfrac12\sum_{i,j}\mathrm{tr}(K_{ij}G_{ji})$. A program that fills only the up-up and down-down entries of $K_{ij}$ obtains $E(C(G))$, and the sum above is what it leaves out. In a global hybrid functional, the exchange term is multiplied by a constant mixing fraction, and so is the omitted part.

In Lean, `Complex.normSq` is the squared modulus. The steps `h1` and `h2` apply Hermiticity, `n1` and `n2` turn the products into squared moduli, and `key` splits the double sum.

```lean
/-- For a Hermitian density matrix, the exchange energy is that of the collinear part minus
half the weighted sum of the squared moduli of the off-diagonal spin entries. -/
theorem exchangeEnergy_eq_collinear_sub {ι : Type*} [Fintype ι] (w : ι → ι → ℝ)
    (G : SpinBlocks ι) (hG : ∀ i j, G j i = (G i j)ᴴ) :
    exchangeEnergy w G = exchangeEnergy w (collinearPart G)
      - ((1 / 2 * ∑ i, ∑ j, w i j *
          (Complex.normSq (G i j 0 1) + Complex.normSq (G i j 1 0)) : ℝ) : ℂ) := by
  have key : ∑ i, ∑ j, (w i j : ℂ) * (G i j * G j i).trace
      = ∑ i, ∑ j, (w i j : ℂ) * (G i j 0 0 * G j i 0 0 + G i j 1 1 * G j i 1 1)
        + ∑ i, ∑ j, (w i j : ℂ) *
          ((Complex.normSq (G i j 0 1) : ℂ) + (Complex.normSq (G i j 1 0) : ℂ)) := by
    simp only [← Finset.sum_add_distrib]
    refine Finset.sum_congr rfl fun i _ => Finset.sum_congr rfl fun j _ => ?_
    -- Hermiticity turns the spin-mixing products into squared moduli
    have h1 : G j i 1 0 = (starRingEnd ℂ) (G i j 0 1) := by rw [hG i j]; rfl
    have h2 : G j i 0 1 = (starRingEnd ℂ) (G i j 1 0) := by rw [hG i j]; rfl
    have n1 := Complex.mul_conj (G i j 0 1)
    have n2 := Complex.mul_conj (G i j 1 0)
    simp only [Matrix.trace_fin_two, Matrix.mul_apply, Fin.sum_univ_two]
    rw [h1, h2]
    linear_combination (w i j : ℂ) * n1 + (w i j : ℂ) * n2
  push_cast
  simp only [exchangeEnergy, trace_collinearPart]
  rw [key]
  ring
```

## (d) The sign of the truncation error

**Task.** Keep $G$ Hermitian and let all $w_{ij}\ge0$, as for a repulsive interaction. Show that
$$\mathrm{Re}\,E(G)\le\mathrm{Re}\,E(C(G)).$$

**Solution.** By (c), the difference $E(C(G))-E(G)$ is half a sum of non-negative weights times squared moduli, so it is real and non-negative. Real parts appear because `exchangeEnergy` is complex-valued and the inequality is stated between real numbers. For Hermitian $G$ both energies are real anyway. Lean proves non-negativity of the sum as `hpos` and then inserts the identity from (c).

```lean
/-- For a Hermitian density matrix and non-negative weights, discarding the off-diagonal
spin entries never lowers the exchange energy. -/
theorem exchangeEnergy_le_collinear {ι : Type*} [Fintype ι] (w : ι → ι → ℝ)
    (G : SpinBlocks ι) (hG : ∀ i j, G j i = (G i j)ᴴ) (hw : ∀ i j, 0 ≤ w i j) :
    (exchangeEnergy w G).re ≤ (exchangeEnergy w (collinearPart G)).re := by
  have hpos : 0 ≤ ∑ i, ∑ j, w i j *
      (Complex.normSq (G i j 0 1) + Complex.normSq (G i j 1 0)) :=
    Finset.sum_nonneg fun i _ => Finset.sum_nonneg fun j _ =>
      mul_nonneg (hw i j) (add_nonneg (Complex.normSq_nonneg _) (Complex.normSq_nonneg _))
  rw [exchangeEnergy_eq_collinear_sub w G hG, Complex.sub_re, Complex.ofReal_re]
  linarith
```

## (e) A symmetry that survives

**Task.** Let $|a|=|b|=1$ and $D=\mathrm{diag}(a,b)$. Show that
$$C(G^D)=C(G).$$

**Solution.** The diagonal entries of $DG_{ij}D^{\mathsf H}$ are
$$a\,(G_{ij})_{00}\,\bar a=|a|^2(G_{ij})_{00}=(G_{ij})_{00},\qquad b\,(G_{ij})_{11}\,\bar b=(G_{ij})_{11}.$$
Only the off-diagonal entries pick up phases, and $C$ discards them. Such a $D$ is a rotation about the quantisation axis combined with an overall phase. Since the truncated density matrix is unchanged, so is its exchange energy.

In Lean, `e0` and `e1` compute the two entries, and `f0` and `f1` remove the phases.

```lean
/-- Multiplying the up and down spinor components by phases `a` and `b` leaves the collinear
part of the density matrix unchanged. -/
theorem collinearPart_rotate_diagonal {ι : Type*} (G : SpinBlocks ι) {a b : ℂ}
    (ha : ‖a‖ = 1) (hb : ‖b‖ = 1) :
    collinearPart (rotate !![a, 0; 0, b] G) = collinearPart G := by
  have ha' : a * (starRingEnd ℂ) a = 1 := by
    rw [Complex.mul_conj, Complex.normSq_eq_norm_sq, ha]; norm_num
  have hb' : b * (starRingEnd ℂ) b = 1 := by
    rw [Complex.mul_conj, Complex.normSq_eq_norm_sq, hb]; norm_num
  funext i j
  have e0 : rotate !![a, 0; 0, b] G i j 0 0 = a * G i j 0 0 * (starRingEnd ℂ) a := by
    simp only [rotate, Matrix.mul_apply, Fin.sum_univ_two, Matrix.conjTranspose_apply]
    simp
  have e1 : rotate !![a, 0; 0, b] G i j 1 1 = b * G i j 1 1 * (starRingEnd ℂ) b := by
    simp only [rotate, Matrix.mul_apply, Fin.sum_univ_two, Matrix.conjTranspose_apply]
    simp
  have f0 : a * G i j 0 0 * (starRingEnd ℂ) a = G i j 0 0 := by
    linear_combination G i j 0 0 * ha'
  have f1 : b * G i j 1 1 * (starRingEnd ℂ) b = G i j 1 1 := by
    linear_combination G i j 1 1 * hb'
  simp only [collinearPart, e0, e1, f0, f1]
```

## (f) A rotation that tilts the spin

**Task.** Let $c^2+s^2=1$. Show that $R$ is unitary:
$$RR^{\mathsf H}=1.$$

**Solution.** Since $c$ and $s$ are real,
$$RR^{\mathsf H}=\begin{pmatrix}c&-s\\ s&c\end{pmatrix}\begin{pmatrix}c&s\\ -s&c\end{pmatrix}=\begin{pmatrix}c^2+s^2&cs-sc\\ sc-cs&s^2+c^2\end{pmatrix}=1.$$
In Lean, `hT` is the conjugate transpose, and `e1` to `e4` are the four entries of the product.

```lean
/-- The matrix `spinRotation c s` is unitary when `c² + s² = 1`. -/
theorem spinRotation_mem_unitaryGroup {c s : ℝ} (h : c ^ 2 + s ^ 2 = 1) :
    spinRotation c s ∈ Matrix.unitaryGroup (Fin 2) ℂ := by
  have h' : (c : ℂ) ^ 2 + (s : ℂ) ^ 2 = 1 := by exact_mod_cast h
  have hT : star (spinRotation c s) = !![(c : ℂ), (s : ℂ); -(s : ℂ), (c : ℂ)] := by
    ext i j
    fin_cases i <;> fin_cases j <;> simp [spinRotation, Matrix.star_apply]
  have e1 : (c : ℂ) * c + -(s : ℂ) * -(s : ℂ) = 1 := by linear_combination h'
  have e2 : (c : ℂ) * s + -(s : ℂ) * c = 0 := by ring
  have e3 : (s : ℂ) * c + (c : ℂ) * -(s : ℂ) = 0 := by ring
  have e4 : (s : ℂ) * s + (c : ℂ) * c = 1 := by linear_combination h'
  rw [Matrix.mem_unitaryGroup_iff, hT, spinRotation, Matrix.mul_fin_two, e1, e2, e3, e4,
    Matrix.one_fin_two]
```

## (g) Truncated energy of the tilted spin

**Task.** Take one site with $w=1$ and $G=\mathrm{diag}(1,0)$. Show that
$$E(C(G^R))=-\tfrac12(c^4+s^4).$$

**Solution.** The rotated block is
$$RGR^{\mathsf H}=\begin{pmatrix}c\\ s\end{pmatrix}\begin{pmatrix}c&s\end{pmatrix}=\begin{pmatrix}c^2&cs\\ cs&s^2\end{pmatrix}.$$
Truncation leaves $\mathrm{diag}(c^2,s^2)$, whose square has trace $c^4+s^4$. The factor $-\tfrac12$ completes the energy.

The Lean identity holds for all real $c,s$; the result describes a rotated electron when $c^2+s^2=1$. The steps `e0` and `e1` are the two surviving entries, and the trace formula from (b) does the rest.

```lean
/-- Applying `spinRotation c s` to the spin-up site and then discarding the off-diagonal spin
entries gives, for unit weight, the exchange energy `-(1/2)(c⁴ + s⁴)`. -/
theorem collinear_energy_upSpin (c s : ℝ) :
    exchangeEnergy (fun _ _ => 1) (collinearPart (rotate (spinRotation c s) upSpin))
      = -(1 / 2) * ((c : ℂ) ^ 4 + (s : ℂ) ^ 4) := by
  have e0 : ∀ i j, rotate (spinRotation c s) upSpin i j 0 0 = (c : ℂ) ^ 2 := by
    intro i j
    simp [rotate, upSpin, spinRotation, Matrix.mul_apply, Fin.sum_univ_two, pow_two]
  have e1 : ∀ i j, rotate (spinRotation c s) upSpin i j 1 1 = (s : ℂ) ^ 2 := by
    intro i j
    simp [rotate, upSpin, spinRotation, Matrix.mul_apply, Fin.sum_univ_two, pow_two]
  simp only [exchangeEnergy, trace_collinearPart, e0, e1, Finset.univ_unique,
    Finset.sum_singleton, Complex.ofReal_one]
  ring
```

## (h) When the truncated energy stays the same

**Task.** With the same site and $c^2+s^2=1$, show that
$$E(C(G^R))=E(C(G))\iff c=0\ \text{or}\ s=0.$$

**Solution.** Without rotation the energy is $-\tfrac12$. Using $1=(c^2+s^2)^2$, the change is
$$-\tfrac12(c^4+s^4)+\tfrac12=\tfrac12\big((c^2+s^2)^2-c^4-s^4\big)=c^2s^2.$$
This vanishes exactly when $c=0$ or $s=0$, that is, when the spin still points along the quantisation axis, up or down. The full energy stays at $-\tfrac12$ for every such rotation, by (a) and (f).

In Lean, `h0` is the unrotated value. For the forward direction, `hsq` derives $(cs)^2=0$ from equality of the energies; the converse runs the same algebra backwards.

```lean
/-- For the spin-up site with unit weight and `c² + s² = 1`, the collinear exchange energy is
unchanged by `spinRotation c s` exactly when `c = 0` or `s = 0`. -/
theorem collinear_energy_invariant_iff {c s : ℝ} (h : c ^ 2 + s ^ 2 = 1) :
    exchangeEnergy (fun _ _ => 1) (collinearPart (rotate (spinRotation c s) upSpin))
      = exchangeEnergy (fun _ _ => 1) (collinearPart upSpin) ↔ c = 0 ∨ s = 0 := by
  have h' : (c : ℂ) ^ 2 + (s : ℂ) ^ 2 = 1 := by exact_mod_cast h
  have h0 : exchangeEnergy (fun _ _ => 1) (collinearPart upSpin) = -(1 / 2) := by
    simp [exchangeEnergy, trace_collinearPart, upSpin]
  rw [collinear_energy_upSpin, h0]
  constructor
  · intro e
    -- the energy change is `(c s)²`
    have hsq : ((c : ℂ) * s) ^ 2 = 0 := by
      linear_combination (1 / 2) * ((c : ℂ) ^ 2 + (s : ℂ) ^ 2 + 1) * h' + e
    have hcs : (c : ℂ) * s = 0 := (pow_eq_zero_iff two_ne_zero).mp hsq
    exact_mod_cast mul_eq_zero.mp hcs
  · intro hc
    have hcs : (c : ℂ) * s = 0 := by
      rcases hc with hc | hc <;> simp [hc]
    linear_combination
      -(1 / 2) * ((c : ℂ) ^ 2 + (s : ℂ) ^ 2 + 1) * h' + ((c : ℂ) * s) * hcs
```

## (i) Failure of unitary invariance

**Task.** For the same site, refute the statement
$$E(C(G^U))=E(C(G))\quad\text{for every unitary }U.$$

**Solution.** Take $U=R$ with $c=\tfrac35$ and $s=\tfrac45$. Then $c^2+s^2=1$, so $R$ is unitary by (f), but neither number is zero, so (h) rules out equality. The truncated energy rises from $-0.5$ to $-\tfrac{337}{1250}=-0.2696$.

Lean assumes invariance as `hall`, applies it to this rotation, and obtains from (h) that $\tfrac35=0$ or $\tfrac45=0$, which `norm_num` refutes.

```lean
/-- Discarding the off-diagonal spin entries destroys the invariance under unitary spin
transformations, already for one spin-up site with unit weight. -/
theorem collinear_energy_not_invariant :
    ¬ ∀ U ∈ Matrix.unitaryGroup (Fin 2) ℂ,
      exchangeEnergy (fun _ _ => 1) (collinearPart (rotate U upSpin))
        = exchangeEnergy (fun _ _ => 1) (collinearPart upSpin) := by
  intro hall
  have h : (3 / 5 : ℝ) ^ 2 + (4 / 5 : ℝ) ^ 2 = 1 := by norm_num
  have hzero := (collinear_energy_invariant_iff h).mp
    (hall _ (spinRotation_mem_unitaryGroup h))
  norm_num at hzero

end

end SpinExchange
```

```lean
#print axioms SpinExchange.exchangeEnergy_rotate
#print axioms SpinExchange.exchangeEnergy_le_collinear
#print axioms SpinExchange.collinearPart_rotate_diagonal
#print axioms SpinExchange.collinear_energy_not_invariant
```

```
'SpinExchange.exchangeEnergy_rotate' depends on axioms: [propext, Classical.choice, Quot.sound]
'SpinExchange.exchangeEnergy_le_collinear' depends on axioms: [propext, Classical.choice, Quot.sound]
'SpinExchange.collinearPart_rotate_diagonal' depends on axioms: [propext, Classical.choice, Quot.sound]
'SpinExchange.collinear_energy_not_invariant' depends on axioms: [propext, Classical.choice, Quot.sound]
```
